# Additivity of the projector curvature and the zero sum over a complete set of bands

Up to a factor $i$ set by convention, the Berry curvature of a band can be computed from its projector $P(k)$ as $F(P)=\operatorname{tr}\big(P\,[\partial_u P,\partial_v P]\big)$, where $\partial_u$, $\partial_v$ differentiate along two directions $u$, $v$ of parameter space. This expression is cubic in $P$. For arbitrary matrix families, $F(P+Q)$ therefore contains cross terms, and $Q=P$ gives $F(2P)=8F(P)$ instead of $2F(P)$. If such terms survived for the bands of a Hamiltonian, the curvature of the occupied subspace would differ from the sum of the band curvatures, and a Chern number assigned to a group of bands could depend on whether the group was treated whole or band by band.

## Claim and derivation

Let $P$, $Q$ map a real parameter space into complex $N\times N$ matrices, differentiably at a point $k$. Write $p=P(k)$, $q=Q(k)$, and $P_w=\partial_wP(k)$, $Q_w=\partial_wQ(k)$ for a direction $w$. The claim is that if $p^2=p$, $q^2=q$, and $PQ=QP=0$ in a neighbourhood of $k$, then $F(P+Q)=F(P)+F(Q)$ at $k$.

Differentiating $PQ=0$ and $QP=0$ gives, for every $w$,

$$P_w\,q+p\,Q_w=0\quad(1),\qquad Q_w\,p+q\,P_w=0\quad(2).$$

Expanding $\operatorname{tr}\big((p+q)[P_u+Q_u,P_v+Q_v]\big)$ gives $F(P)+F(Q)+X+M_p+M_q$, with

$$X=\operatorname{tr}(q[P_u,P_v])+\operatorname{tr}(p[Q_u,Q_v]),\qquad M_r=\operatorname{tr}\big(r\,(P_uQ_v+Q_uP_v-P_vQ_u-Q_vP_u)\big),\quad r=p,q.$$

In $M_p$, cyclicity and (2) turn the first term, and (1) and cyclicity the second, into the same trace:

$$\operatorname{tr}(pP_uQ_v)=\operatorname{tr}(Q_vp\,P_u)=-\operatorname{tr}(qP_vP_u),\qquad \operatorname{tr}(pQ_uP_v)=-\operatorname{tr}(P_uq\,P_v)=-\operatorname{tr}(qP_vP_u).$$

The last two terms are these with $u\leftrightarrow v$ and opposite sign, so $M_p=2\operatorname{tr}(q[P_u,P_v])$. Interchanging the roles of $P$ and $Q$ gives $M_q=2\operatorname{tr}(p[Q_u,Q_v])$. All cross terms together equal $3X$. Idempotency enters only now:

$$\operatorname{tr}(qP_uP_v)=\operatorname{tr}\big((qP_u)(P_vq)\big)=\operatorname{tr}\big((Q_up)(pQ_v)\big)=\operatorname{tr}(pQ_vQ_u),$$

where the first step uses $q=q^2$ and cyclicity, the second (2) and (1) with two cancelling signs, the third $p^2=p$ and cyclicity. With $u\leftrightarrow v$, $\operatorname{tr}(qP_vP_u)=\operatorname{tr}(pQ_uQ_v)$. Subtracting gives $\operatorname{tr}(q[P_u,P_v])=-\operatorname{tr}(p[Q_u,Q_v])$, which is $X=0$.

For Hermitian families $QP=(PQ)^\dagger$, so $PQ=0$ suffices. For finitely many families $B_a$, differentiable and idempotent at $k$ and with $B_aB_b=0$ near $k$ for $a\ne b$, a partial sum $S=\sum_bB_b$ obeys $S^2=\sum_{b,c}B_bB_c=\sum_bB_b^2=S$ at $k$ and is annihilated on both sides by any further $B_a$. Induction gives $F(\sum_aB_a)=\sum_aF(B_a)$. If $\sum_aB_a=1$ near $k$, the derivatives of the sum vanish and $\sum_aF(B_a)=0$. For a tight-binding model with finitely many orthonormal orbitals per cell, at a crystal momentum where all band projectors are differentiable, the Berry curvatures computed from the eigenvectors of the Bloch matrix $H(k)$ thus cancel pointwise. Contributions from position matrix elements between different orbitals are not part of these curvatures.

### A two-level instance

The following family illustrates the algebra; it is not Hermitian around the origin, so it is not a band of a Hermitian Hamiltonian. Take $P(x,y)=(1,x)^{T}(1-xy,\;y)$, idempotent because $(1-xy)\cdot1+y\cdot x=1$. At the origin, with $u$ along $x$ and $v$ along $y$,

$$p=\begin{pmatrix}1&0\\0&0\end{pmatrix},\quad P_u=\begin{pmatrix}0&0\\1&0\end{pmatrix},\quad P_v=\begin{pmatrix}0&1\\0&0\end{pmatrix},\quad [P_u,P_v]=\begin{pmatrix}-1&0\\0&1\end{pmatrix},$$

so $F(P)=-1$. The complement $1-P$ has both derivatives negated, the same commutator and the value $\operatorname{diag}(0,1)$, so $F(1-P)=+1$.

Orthogonality at the single point $k$ is not enough. Let $Q$ be the constant matrix $\operatorname{diag}(0,1)$. At the origin $p$ and $q$ are idempotent with $pq=qp=0$, but $p+q=1$ gives $F(P+Q)=\operatorname{tr}[P_u,P_v]=0$, while $F(P)+F(Q)=-1$. Relation (1) fails, since $P_vq=P_v\neq0$ and $Q_v=0$.

For $N\le1$ all matrices commute and every curvature is zero. The same happens on a one-dimensional parameter space, where $P_u$ and $P_v$ are multiples of one matrix.

## Formal development

Parameter space is any real normed space `E`; the two-parameter case is `ℝ × ℝ` with $u=(1,0)$, $v=(0,1)$. The type `n` indexes the basis states and has $N$ elements once it is assumed finite.

In Lean 4 with Mathlib:

```lean
import Mathlib

open Matrix Filter Topology

namespace ProjectorCurvature

noncomputable section

variable {E : Type*} [NormedAddCommGroup E] [NormedSpace ℝ E]
variable {n : Type*}
```

`DiffAt P k` asks each entry to be Fréchet differentiable over the reals at the one point $k$. It is a hypothesis of the sum and product rules and of the general curvature theorems, and is not derived from a Hamiltonian or a spectral gap.

```lean
/-- A matrix-valued family on parameter space is differentiable at `k`, entry by entry. -/
def DiffAt (P : E → Matrix n n ℂ) (k : E) : Prop :=
  ∀ i j, DifferentiableAt ℝ (fun x => P x i j) k
```

`dirDeriv P k u` is $P_u$, the matrix of entrywise derivatives applied to $u$. Since `fderiv` returns zero for an entry that is not differentiable, it is `DiffAt` that gives the sum and product rules their meaning.

```lean
/-- The derivative `∂_u P` at `k` of a matrix family along the direction `u`. -/
def dirDeriv (P : E → Matrix n n ℂ) (k u : E) : Matrix n n ℂ :=
  Matrix.of fun i j => fderiv ℝ (fun x => P x i j) k u
```

`curvature` is $F$ with no prefactor. For a Hermitian projector $|\psi\rangle\langle\psi|$ onto a normalised state one finds $F=\langle\partial_u\psi|\partial_v\psi\rangle-\langle\partial_v\psi|\partial_u\psi\rangle$, which is imaginary, and the Berry curvature of the connection $i\langle\psi|\partial\psi\rangle$ is $iF$. The statement could have been modelled on such eigenvectors. That would require a differentiable choice of phase, or of frame for a degenerate band, whereas the projector carries no gauge and admits any rank.

```lean
/-- The curvature `F(P) = tr (P [∂_u P, ∂_v P])` at `k` for the directions `u`, `v`. -/
def curvature [Fintype n] (P : E → Matrix n n ℂ) (k u v : E) : ℂ :=
  trace (P k * (dirDeriv P k u * dirDeriv P k v - dirDeriv P k v * dirDeriv P k u))
```

The next three lemmas reduce matrix calculus to entries. The sum rule adds the two entrywise derivatives.

```lean
variable {P Q : E → Matrix n n ℂ} {k : E}

/-- Sum rule: `∂_u (P + Q) = ∂_u P + ∂_u Q`. -/
theorem dirDeriv_add (hP : DiffAt P k) (hQ : DiffAt Q k) (u : E) :
    dirDeriv (fun x => P x + Q x) k u = dirDeriv P k u + dirDeriv Q k u := by
  ext i j
  have h : HasFDerivAt (fun x => P x i j + Q x i j) _ k :=
    (hP i j).hasFDerivAt.add (hQ i j).hasFDerivAt
  simp only [dirDeriv, Matrix.of_apply, Matrix.add_apply]
  rw [h.fderiv]
  rfl
```

The Leibniz rule differentiates $(PQ)_{ij}=\sum_lP_{il}Q_{lj}$ term by term; `ring` reorders the scalar factors so that the terms reassemble as $P_uq+pQ_u$.

```lean
/-- Leibniz rule: `∂_u (P Q) = (∂_u P) Q + P (∂_u Q)`. -/
theorem dirDeriv_mul [Fintype n] (hP : DiffAt P k) (hQ : DiffAt Q k) (u : E) :
    dirDeriv (fun x => P x * Q x) k u = dirDeriv P k u * Q k + P k * dirDeriv Q k u := by
  ext i j
  have h : HasFDerivAt (fun x => ∑ l, P x i l * Q x l j)
      (∑ l, (P k i l • fderiv ℝ (fun x => Q x l j) k
        + Q k l j • fderiv ℝ (fun x => P x i l) k)) k :=
    HasFDerivAt.fun_sum fun l _ => (hP i l).hasFDerivAt.mul (hQ l j).hasFDerivAt
  simp only [dirDeriv, Matrix.of_apply, Matrix.add_apply, Matrix.mul_apply]
  rw [h.fderiv, ← Finset.sum_add_distrib, _root_.sum_apply]
  refine Finset.sum_congr rfl fun l _ => ?_
  simp only [_root_.add_apply, _root_.smul_apply, smul_eq_mul]
  ring
```

The phrase "near $k$" is `∀ᶠ x in 𝓝 k`. A family equal to a constant on a neighbourhood has the derivative of that constant, by `e.fderiv_eq`.

```lean
/-- A family that is constant near `k` has vanishing derivative at `k`. -/
theorem dirDeriv_const {C : Matrix n n ℂ} (h : ∀ᶠ x in 𝓝 k, P x = C) (u : E) :
    dirDeriv P k u = 0 := by
  ext i j
  have e : (fun x => P x i j) =ᶠ[𝓝 k] fun _ => C i j :=
    h.mono fun x hx => congrFun (congrFun hx i) j
  simp only [dirDeriv, Matrix.of_apply]
  rw [e.fderiv_eq]
  simp
```

The exchange identity is pure matrix algebra. With `A`, `B`, `C`, `D` read as $P_u$, $P_v$, $Q_u$, $Q_v$, its hypotheses `h1` and `h2` are (2) for $u$ and (1) for $v$, and the `calc` block follows the chain for $\operatorname{tr}(qP_uP_v)$ above.

```lean
variable [Fintype n]

/-- Exchange identity: for idempotent `p`, `q` with `C p + q A = 0` and `B q + p D = 0`,
one has `tr (q A B) = tr (p D C)`. -/
theorem trace_exchange {p q A B C D : Matrix n n ℂ} (hp : p * p = p) (hq : q * q = q)
    (h1 : C * p + q * A = 0) (h2 : B * q + p * D = 0) :
    trace (q * A * B) = trace (p * D * C) := by
  have e1 : q * A = -(C * p) := eq_neg_of_add_eq_zero_right h1
  have e2 : B * q = -(p * D) := eq_neg_of_add_eq_zero_left h2
  calc trace (q * A * B) = trace (q * (q * A * B)) := by
        rw [← Matrix.mul_assoc, ← Matrix.mul_assoc, hq]
    _ = trace ((q * A) * (B * q)) := by
        rw [trace_mul_comm q (q * A * B), Matrix.mul_assoc (q * A) B q]
    _ = trace (C * (p * p) * D) := by
        rw [e1, e2]
        simp only [Matrix.neg_mul, Matrix.mul_neg, neg_neg, Matrix.mul_assoc]
    _ = trace (p * D * C) := by
        rw [hp, Matrix.mul_assoc C p D, trace_mul_comm C (p * D)]
```

`curvature_add` is the claim as stated, for all directions $u$, $v$ and without Hermiticity; idempotency is required at $k$ only. Here `h1` and `h2` are relations (1) and (2). The helpers `m1` and `m2` are the two rewritings of a mixed trace. They yield `a1` to `a4` for the four terms of $M_p$ and `a5` to `a8` for those of $M_q$, in the order and with the signs of $M_r$. `x1` and `x2` are the exchange identity and its $u\leftrightarrow v$ partner, and their coefficient 3 in `linear_combination` is the $3X$.

```lean
/-- Additivity of the curvature: for differentiable families, idempotent at `k`, with
`P Q = Q P = 0` near `k`, one has `F(P + Q) = F(P) + F(Q)` at `k`. -/
theorem curvature_add (hP : DiffAt P k) (hQ : DiffAt Q k)
    (hPP : P k * P k = P k) (hQQ : Q k * Q k = Q k)
    (hPQ : ∀ᶠ x in 𝓝 k, P x * Q x = 0) (hQP : ∀ᶠ x in 𝓝 k, Q x * P x = 0) (u v : E) :
    curvature (fun x => P x + Q x) k u v = curvature P k u v + curvature Q k u v := by
  -- differentiate the orthogonality relations
  have h1 : ∀ w, dirDeriv P k w * Q k + P k * dirDeriv Q k w = 0 := fun w => by
    rw [← dirDeriv_mul hP hQ w]
    exact dirDeriv_const hPQ w
  have h2 : ∀ w, dirDeriv Q k w * P k + Q k * dirDeriv P k w = 0 := fun w => by
    rw [← dirDeriv_mul hQ hP w]
    exact dirDeriv_const hQP w
  -- mixed terms `∂P ∂Q` are turned into terms `q ∂P ∂P` or `p ∂Q ∂Q`
  have m1 : ∀ p q A B D : Matrix n n ℂ, D * p + q * B = 0 →
      trace (p * A * D) = -trace (q * B * A) := by
    intro p q A B D h
    rw [trace_mul_cycle p A D, eq_neg_of_add_eq_zero_left h, Matrix.neg_mul, trace_neg]
  have m2 : ∀ p q A C D : Matrix n n ℂ, C * p + q * A = 0 →
      trace (q * A * D) = -trace (p * D * C) := by
    intro p q A C D h
    rw [trace_mul_cycle p D C, eq_neg_of_add_eq_zero_right h, Matrix.neg_mul, trace_neg]
  have a1 := m1 _ _ (dirDeriv P k u) _ _ (h2 v)
  have a2 := m2 _ _ _ _ (dirDeriv P k v) (h1 u)
  have a3 := m1 _ _ (dirDeriv P k v) _ _ (h2 u)
  have a4 := m2 _ _ _ _ (dirDeriv P k u) (h1 v)
  have a5 := m2 _ _ _ _ (dirDeriv Q k v) (h2 u)
  have a6 := m1 _ _ (dirDeriv Q k u) _ _ (h1 v)
  have a7 := m2 _ _ _ _ (dirDeriv Q k u) (h2 v)
  have a8 := m1 _ _ (dirDeriv Q k v) _ _ (h1 u)
  -- what remains cancels by the exchange identity
  have x1 := trace_exchange hPP hQQ (h2 u) (h1 v)
  have x2 := trace_exchange hPP hQQ (h2 v) (h1 u)
  simp only [curvature, dirDeriv_add hP hQ, Matrix.mul_add, Matrix.add_mul, Matrix.mul_sub,
    trace_add, trace_sub, ← Matrix.mul_assoc]
  linear_combination a1 + a2 - a3 - a4 + a5 + a6 - a7 - a8 + 3 * x1 - 3 * x2
```

For the orthogonal projections of quantum mechanics, Hermiticity and $PQ=0$ are assumed near $k$, and `conjTranspose_mul` supplies $QP=0$.

```lean
/-- For differentiable families, idempotent at `k`, Hermitian with `P Q = 0` near `k`,
one has `F(P + Q) = F(P) + F(Q)` at `k`. -/
theorem curvature_add_of_hermitian (hP : DiffAt P k) (hQ : DiffAt Q k)
    (hPP : P k * P k = P k) (hQQ : Q k * Q k = Q k)
    (h : ∀ᶠ x in 𝓝 k, (P x).IsHermitian ∧ (Q x).IsHermitian ∧ P x * Q x = 0) (u v : E) :
    curvature (fun x => P x + Q x) k u v = curvature P k u v + curvature Q k u v := by
  refine curvature_add hP hQ hPP hQQ (h.mono fun x hx => hx.2.2) ?_ u v
  filter_upwards [h] with x hx
  have e := congrArg conjTranspose hx.2.2
  rwa [conjTranspose_mul, hx.1.eq, hx.2.1.eq, conjTranspose_zero] at e
```

`curvature_sum` takes bands `B a` labelled by a finite set `s`, with differentiability `hd`, idempotency `hi` at $k$ and mutual annihilation `ho` near $k$. In the induction step `hs` is $S^2=S$, and `o1`, `o2` are $B_aS=0$ and $SB_a=0$. For empty `s` both sides are zero.

```lean
/-- For finitely many families, differentiable and idempotent at `k` and mutually
annihilating near `k`, the curvature at `k` of their sum
is the sum of their curvatures. -/
theorem curvature_sum {ι : Type*} [DecidableEq ι] {s : Finset ι} {B : ι → E → Matrix n n ℂ}
    (hd : ∀ a ∈ s, DiffAt (B a) k) (hi : ∀ a ∈ s, B a k * B a k = B a k)
    (ho : ∀ᶠ x in 𝓝 k, ∀ a ∈ s, ∀ b ∈ s, a ≠ b → B a x * B b x = 0) (u v : E) :
    curvature (fun x => ∑ a ∈ s, B a x) k u v = ∑ a ∈ s, curvature (B a) k u v := by
  induction s using Finset.induction_on with
  | empty => simp [curvature]
  | insert a s ha ih =>
    have ma := Finset.mem_insert_self a s
    have ms : ∀ b ∈ s, b ∈ insert a s := fun b hb => Finset.mem_insert_of_mem hb
    have hne : ∀ b ∈ s, a ≠ b := fun b hb e => ha (by rw [e]; exact hb)
    have hd' : DiffAt (fun x => ∑ b ∈ s, B b x) k := by
      intro i j
      simp only [Matrix.sum_apply]
      exact DifferentiableAt.fun_sum fun b hb => hd b (ms b hb) i j
    -- the partial sum is again a projector, annihilated by the new band
    have hs : (∑ b ∈ s, B b k) * (∑ b ∈ s, B b k) = ∑ b ∈ s, B b k := by
      rw [Finset.sum_mul]
      refine Finset.sum_congr rfl fun b hb => ?_
      rw [Finset.mul_sum]
      refine Eq.trans (Finset.sum_eq_single_of_mem b hb ?_) (hi b (ms b hb))
      exact fun c hc hcb => ho.self_of_nhds b (ms b hb) c (ms c hc) hcb.symm
    have o1 : ∀ᶠ x in 𝓝 k, B a x * (∑ b ∈ s, B b x) = 0 := by
      filter_upwards [ho] with x hx
      rw [Finset.mul_sum]
      exact Finset.sum_eq_zero fun b hb => hx a ma b (ms b hb) (hne b hb)
    have o2 : ∀ᶠ x in 𝓝 k, (∑ b ∈ s, B b x) * B a x = 0 := by
      filter_upwards [ho] with x hx
      rw [Finset.sum_mul]
      exact Finset.sum_eq_zero fun b hb => hx b (ms b hb) a ma (hne b hb).symm
    have h := curvature_add (hd a ma) hd' (hi a ma) hs o1 o2 u v
    have ih' := ih (fun b hb => hd b (ms b hb)) (fun b hb => hi b (ms b hb))
      (ho.mono fun x hx b hb c hc => hx b (ms b hb) c (ms c hc))
    simp only [Finset.sum_insert ha]
    rw [← ih']
    exact h
```

Completeness is the additional hypothesis `hc`. The proof reads `curvature_sum` backwards and inserts `hz`, the vanishing derivative of the total. The statement is local: it contains no integral over the Brillouin zone, no integrality and no plaquette formula for a lattice Chern number. The consequence that Chern numbers sum to zero needs that integration in addition. At a crossing where individual band projectors fail to be differentiable, the theorem does not apply to them separately; it applies once the touching bands are grouped into differentiable families, for instance one higher-rank `B a`.

```lean
variable [DecidableEq n]

/-- For finitely many families of any rank, differentiable and idempotent at `k`, that
annihilate each other and add up to the identity
near `k`, the curvatures sum to zero at `k`. -/
theorem sum_curvature_eq_zero {ι : Type*} [DecidableEq ι] {s : Finset ι}
    {B : ι → E → Matrix n n ℂ}
    (hd : ∀ a ∈ s, DiffAt (B a) k) (hi : ∀ a ∈ s, B a k * B a k = B a k)
    (ho : ∀ᶠ x in 𝓝 k, ∀ a ∈ s, ∀ b ∈ s, a ≠ b → B a x * B b x = 0)
    (hc : ∀ᶠ x in 𝓝 k, ∑ a ∈ s, B a x = 1) (u v : E) :
    ∑ a ∈ s, curvature (B a) k u v = 0 := by
  have hz : ∀ w, dirDeriv (fun x => ∑ a ∈ s, B a x) k w = 0 := dirDeriv_const hc
  rw [← curvature_sum hd hi ho u v]
  unfold curvature
  rw [hz u, hz v]
  simp
```

`curvature_compl` states $F(1-P)=-F(P)$ for a family idempotent near $k$. It applies `curvature_add` to $P$ and $1-P$, whose sum is constant, so that `e0` sets the total to zero.

```lean
/-- The complementary projector has the opposite curvature: `F(1 - P) = -F(P)`. -/
theorem curvature_compl (hP : DiffAt P k) (h : ∀ᶠ x in 𝓝 k, P x * P x = P x) (u v : E) :
    curvature (fun x => 1 - P x) k u v = -curvature P k u v := by
  have hQ : DiffAt (fun x => 1 - P x) k := by
    intro i j
    simp only [Matrix.sub_apply]
    exact (hP i j).const_sub _
  have o1 : ∀ᶠ x in 𝓝 k, P x * (1 - P x) = 0 := by
    filter_upwards [h] with x hx
    rw [mul_sub, mul_one, hx, sub_self]
  have o2 : ∀ᶠ x in 𝓝 k, (1 - P x) * P x = 0 := by
    filter_upwards [h] with x hx
    rw [sub_mul, one_mul, hx, sub_self]
  have hq : (1 - P k) * (1 - P k) = 1 - P k := by
    rw [mul_sub, mul_one, o2.self_of_nhds, sub_zero]
  have e : curvature (fun x => P x + (1 - P x)) k u v = _ :=
    curvature_add hP hQ h.self_of_nhds hq o1 o2 u v
  have hz : ∀ w, dirDeriv (fun x => P x + (1 - P x)) k w = 0 :=
    dirDeriv_const (C := 1) (Eventually.of_forall fun x => add_sub_cancel _ _)
  have e0 : curvature (fun x => P x + (1 - P x)) k u v = 0 := by
    unfold curvature
    rw [hz u, hz v]
    simp
  linear_combination e0 - e
```

One way to evaluate $F$ numerically is to assemble the projectors from eigenvectors on a mesh of momenta and to replace the derivatives by finite differences. These obey the Leibniz rule only up to discretisation error, so with three or more bands the residual of $\sum_aF(B_a)$ reflects the mesh. For a split into $P$ and $1-P$ the residual is the trace of a commutator and vanishes on any mesh, so it tests nothing. This remark, like the eigenvector formula and the counter-example with constant $Q$, is an argument on paper and not a theorem of the file.

`obliqueBand` is the two-level family, with $x$ as `k.1` and $y$ as `k.2`. It is Hermitian only on the curve $y=x/(1+x^2)$, which passes through the origin, and so on no neighbourhood of the origin. Its derivatives $P_u$, $P_v$ there are not Hermitian, which allows the curvature to be real and nonzero.

```lean
/-- The two-level family `(1, x)ᵀ (1 - x y, y)` on the plane of parameters `(x, y)`. -/
def obliqueBand (k : ℝ × ℝ) : Matrix (Fin 2) (Fin 2) ℂ :=
  !![1 - (k.1 : ℂ) * k.2, (k.2 : ℂ); (k.1 : ℂ) * (1 - (k.1 : ℂ) * k.2), (k.1 : ℂ) * k.2]
```

`curvature_witness` states differentiability at the origin, idempotency and annihilation by the complement at every point, and the values $-1$ and $+1$, so the additivity hypotheses are met by families with nonzero curvature. The entry derivatives `h00` to `h11` give $P_u$ and $P_v$, `hF` evaluates the trace, and `curvature_compl` gives the second value.

```lean
/-- `obliqueBand` is differentiable at the origin, idempotent and annihilated by its
complement; the two have curvatures `-1` and `1` at the origin. -/
theorem curvature_witness : DiffAt obliqueBand 0 ∧
    (∀ x, obliqueBand x * obliqueBand x = obliqueBand x ∧
      obliqueBand x * (1 - obliqueBand x) = 0 ∧ (1 - obliqueBand x) * obliqueBand x = 0) ∧
    curvature obliqueBand 0 (1, 0) (0, 1) = -1 ∧
    curvature (fun x => 1 - obliqueBand x) 0 (1, 0) (0, 1) = 1 := by
  have hX : HasFDerivAt (fun k : ℝ × ℝ => (k.1 : ℂ)) _ 0 :=
    (Complex.ofRealCLM.comp (ContinuousLinearMap.fst ℝ ℝ ℝ)).hasFDerivAt
  have hY : HasFDerivAt (fun k : ℝ × ℝ => (k.2 : ℂ)) _ 0 :=
    (Complex.ofRealCLM.comp (ContinuousLinearMap.snd ℝ ℝ ℝ)).hasFDerivAt
  have h00 : HasFDerivAt (fun k => obliqueBand k 0 0) _ 0 := (hX.mul hY).const_sub 1
  have h01 : HasFDerivAt (fun k => obliqueBand k 0 1) _ 0 := hY
  have h10 : HasFDerivAt (fun k => obliqueBand k 1 0) _ 0 := hX.mul ((hX.mul hY).const_sub 1)
  have h11 : HasFDerivAt (fun k => obliqueBand k 1 1) _ 0 := hX.mul hY
  have hd : DiffAt obliqueBand 0 := by
    intro i j
    fin_cases i <;> fin_cases j
    exacts [h00.differentiableAt, h01.differentiableAt, h10.differentiableAt,
      h11.differentiableAt]
  have hi : ∀ x, obliqueBand x * obliqueBand x = obliqueBand x := by
    intro x
    ext i j
    fin_cases i <;> fin_cases j <;>
      simp [obliqueBand, Matrix.mul_apply, Fin.sum_univ_two] <;> ring
  have h0 : obliqueBand 0 = !![1, 0; 0, 0] := by simp [obliqueBand]
  have hF : curvature obliqueBand 0 (1, 0) (0, 1) = -1 := by
    simp only [curvature, dirDeriv, Matrix.trace, Matrix.diag_apply, Matrix.mul_apply,
      Matrix.sub_apply, Matrix.of_apply, Fin.sum_univ_two,
      h00.fderiv, h01.fderiv, h10.fderiv, h11.fderiv]
    simp [h0]
  refine ⟨hd, fun x => ⟨hi x, ?_, ?_⟩, hF, ?_⟩
  · rw [mul_sub, mul_one, hi x, sub_self]
  · rw [sub_mul, one_mul, hi x, sub_self]
  · rw [curvature_compl hd (Eventually.of_forall hi), hF, neg_neg]

end

end ProjectorCurvature
```

```lean
#print axioms ProjectorCurvature.curvature_add_of_hermitian
-- 'ProjectorCurvature.curvature_add_of_hermitian' depends on axioms: [propext, Classical.choice, Quot.sound]
#print axioms ProjectorCurvature.sum_curvature_eq_zero
-- 'ProjectorCurvature.sum_curvature_eq_zero' depends on axioms: [propext, Classical.choice, Quot.sound]
```
